# With $m$ quanta per oscillator, the microcanonical entropy per oscillator of an Einstein solid tends to $(m+1)\log(m+1) - m\log m$

## Does counting quanta give the canonical entropy?

Take $N$ distinguishable oscillators of one frequency sharing $mN$ quanta, with $m \ge 1$ a fixed natural number, and let $W_N$ be the number of ways to distribute the quanta. Then $\frac1N \log W_N \to (m+1)\log(m+1) - m\log m$ as $N \to \infty$, and this is the entropy, in units of Boltzmann's constant, of one oscillator in the canonical ensemble with mean occupation $m$. I learned this as "stars and bars, then $\log n! \approx n\log n - n$", with no control of what is thrown away. Can the error be bounded explicitly and the limit checked by a proof assistant, including the link to the canonical side?

## The limit holds, with an error of order $(\log N)/N$

Write $W(N,M)$ for the number of states of $N$ oscillators with $M$ quanta and $s(x) = (x+1)\log(x+1) - x\log x$ for $x \ge 0$. Here and below $0\log 0$ means $0$, the limit of $x\log x$ as $x \to 0^+$, which is also the value Lean gives it. For $N \ge 1$ and all $M$,
$$|\log W(N,M) - N s(M/N)| \le 1 + 2\log(M+N).$$
Hence $\frac1N\log W(N,M_N) \to s(x)$ for any sequence $M_N$ with $M_N/N \to x$, in particular for $M_N = mN$ with any natural $m$, zero included. If $x$ is the canonical mean occupation at inverse temperature $\beta > 0$, then $s(x)$ is the canonical entropy at $\beta$.

### Counting states

A state is a list $(n_0, \dots, n_{N-1})$ of naturals with sum $M$. For $N+1$ oscillators, let $k$ be the number of quanta outside oscillator 0. Then $n_0 = M - k$ is fixed, so $W(N+1,M) = \sum_{k=0}^{M} W(N,k)$. One oscillator has $W(1,M) = 1 = \binom{M}{0}$. If $W(N+1,k) = \binom{k+N}{N}$ for all $k$, then $W(N+2,M) = \sum_{k=0}^M \binom{k+N}{N} = \binom{M+N+1}{N+1}$, the last step by Pascal's rule and induction on $M$. So $W(N+1,M) = \binom{M+N}{N}$.

### The Stirling remainder

Define $g(n) = \log n! - n\log n + n$, so $g(0) = 0$ and $g(1) = 1$. With $d_n = \log(n+1) - \log n$ and $n \ge 1$, the relation $(n+1)! = (n+1)\,n!$ gives $g(n+1) = g(n) + 1 - n d_n$. The inequality $\log y \le y - 1$ at $y = (n+1)/n$ gives $n d_n \le 1$, and at $y = n/(n+1)$ it gives $(n+1)d_n \ge 1$. Thus $0 \le g(n+1) - g(n) \le d_n$, and summing, $1 \le g(n) \le 1 + \log n$. This is much coarser than Stirling's asymptotic formula with its $\sqrt{2\pi n}$, and it is enough here.

### The finite-size bound and the limit

For $N \ge 1$ we have $W\,M!\,(N-1)! = (M+N-1)!$ with $W = W(N,M)$. Multiplying by $N(M+N)$ gives $W\,M!\,N!\,(M+N) = (M+N)!\,N$. Also
$$N s(M/N) = (M+N)\log(M+N) - M\log M - N\log N.$$
Put $L = \log(M+N) \ge 0$. Taking logarithms and inserting $\log n! = n\log n - n + g(n)$, the linear terms cancel:
$$\log W - N s(M/N) = g(M+N) - g(M) - g(N) + \log N - L.$$
Use $1 \le g(M+N) \le 1+L$, $0 \le g(M) \le 1+L$ (valid also at $M=0$), $1 \le g(N) \le 1 + \log N$ and $\log N \le L$. The right side is at most $L$ and at least $1 - (1+L) - (1+\log N) + \log N - L = -1 - 2L$, which is the bound.

Divide by $N$ and write $\log(M_N+N) = \log N + \log(M_N/N + 1)$. The error is at most $\frac1N + \frac{2\log N}{N} + \frac{2}{N}\log(M_N/N+1)$, which tends to zero. Since $s$ is continuous, also at $0$, $s(M_N/N) \to s(x)$.

### One oscillator at inverse temperature $\beta$

Let $q = e^{-\beta} < 1$, and let $k$ now label the levels of one oscillator. Then $Z = \sum_k q^k = 1/(1-q)$ and $\sum_k k q^k = q/(1-q)^2$, so $\langle k\rangle = q/(1-q)$ and $\langle k\rangle + 1 = 1/(1-q)$. Therefore
$$s(\langle k\rangle) = -(\langle k\rangle+1)\log(1-q) - \langle k\rangle\,[-\beta - \log(1-q)] = \log Z + \beta\langle k\rangle.$$

### The Lean file

```lean
import Mathlib

open Finset Filter Topology

namespace EinsteinSolid

noncomputable section

/-- Microstates of `N` oscillators sharing `M` quanta. -/
def microstates (N M : ℕ) : Finset (Fin N → ℕ) := Finset.Nat.antidiagonalTuple N M

/-- Multiplicity: the number of microstates of `N` oscillators with `M` quanta. -/
def W (N M : ℕ) : ℕ := (microstates N M).card

/-- The function `s(x) = (x+1) log(x+1) - x log x` of the number `x` of quanta per oscillator. -/
def s (x : ℝ) : ℝ := (x + 1) * Real.log (x + 1) - x * Real.log x

/-- Stirling remainder `log n! - (n log n - n)`. -/
def stirlingRem (n : ℕ) : ℝ := Real.log (n.factorial : ℝ) - n * Real.log n + n

/-- Partition function of one oscillator with levels `k = 0, 1, 2, ...`. -/
def Z (β : ℝ) : ℝ := ∑' k : ℕ, Real.exp (-β) ^ k

/-- Canonical mean number of quanta of one oscillator. -/
def meanQuanta (β : ℝ) : ℝ := (∑' k : ℕ, (k : ℝ) * Real.exp (-β) ^ k) / Z β

/-- Canonical entropy `log Z + β ⟨k⟩` of one oscillator. -/
def canonicalEntropy (β : ℝ) : ℝ := Real.log (Z β) + β * meanQuanta β

/-- A list of occupation numbers is a microstate exactly when its total is `M`. -/
theorem mem_microstates {N M : ℕ} {n : Fin N → ℕ} : n ∈ microstates N M ↔ ∑ i, n i = M :=
  Finset.Nat.mem_antidiagonalTuple

/-- The multiplicity for `N + 1` oscillators is the sum over `k ≤ M` of the multiplicities
for `N` oscillators with `k` quanta. -/
theorem W_succ (N M : ℕ) : W (N + 1) M = ∑ k ∈ range (M + 1), W N k := by
  have hmap : ∀ n ∈ microstates (N + 1) M, (∑ i : Fin N, n i.succ) ∈ range (M + 1) := by
    intro n hn
    have h := mem_microstates.mp hn
    rw [Fin.sum_univ_succ] at h
    exact Finset.mem_range.mpr (by omega)
  unfold W
  -- sort the states by the number `k` of quanta outside oscillator 0
  rw [Finset.card_eq_sum_card_fiberwise (f := fun n : Fin (N + 1) → ℕ => ∑ i : Fin N, n i.succ)
    (s := microstates (N + 1) M) (t := range (M + 1)) (fun n hn => hmap n hn)]
  refine Finset.sum_congr rfl fun k hk => ?_
  have hk' := Finset.mem_range.mp hk
  refine Finset.card_bij' (fun n _ i => n i.succ)
    (fun g _ => Fin.cons (α := fun _ => ℕ) (M - k) g) ?_ ?_ ?_ ?_
  · intro n hn
    exact mem_microstates.mpr (Finset.mem_filter.mp hn).2
  · intro g hg
    have h := mem_microstates.mp hg
    refine Finset.mem_filter.mpr ⟨mem_microstates.mpr ?_, ?_⟩
    · simp only [Fin.sum_univ_succ, Fin.cons_zero, Fin.cons_succ, h]
      omega
    · exact h
  · intro n hn
    obtain ⟨h1, h2⟩ := Finset.mem_filter.mp hn
    have h1' := mem_microstates.mp h1
    rw [Fin.sum_univ_succ] at h1'
    have h2' : ∑ i : Fin N, n i.succ = k := h2
    have h0 : M - k = n 0 := by omega
    funext i
    refine Fin.cases ?_ (fun j => ?_) i
    · exact h0
    · simp
  · intro g _
    funext i
    simp

/-- `N + 1` oscillators with `M` quanta have `C(M + N, N)` microstates. -/
theorem W_eq_choose (N M : ℕ) : W (N + 1) M = (M + N).choose N := by
  induction N generalizing M with
  | zero => simp [W, microstates, Finset.Nat.antidiagonalTuple_one]
  | succ N ih =>
    rw [W_succ]
    simp only [ih]
    induction M with
    | zero => simp
    | succ M ihM =>
      have e1 : M + 1 + (N + 1) = M + 1 + N + 1 := by ring
      have e2 : M + (N + 1) = M + 1 + N := by ring
      rw [Finset.sum_range_succ, ihM, e1, e2, Nat.choose_succ_succ' (M + 1 + N) N]
      exact Nat.add_comm _ _

/-- For `n ≥ 1` the Stirling remainder lies between `1` and `1 + log n`. -/
theorem stirlingRem_bounds (n : ℕ) (hn : 1 ≤ n) :
    1 ≤ stirlingRem n ∧ stirlingRem n ≤ 1 + Real.log n := by
  induction n, hn using Nat.le_induction with
  | base => simp [stirlingRem]
  | succ n hn ih =>
    have h0 : (0 : ℝ) < n := by exact_mod_cast hn
    have h1 : (0 : ℝ) < n + 1 := by linarith
    have hf : (n.factorial : ℝ) ≠ 0 := by positivity
    have hrec : stirlingRem (n + 1)
        = stirlingRem n + 1 - n * (Real.log (n + 1) - Real.log n) := by
      unfold stirlingRem
      rw [Nat.factorial_succ]
      push_cast
      rw [Real.log_mul h1.ne' hf]
      ring
    -- 1/(n+1) ≤ log(n+1) - log n ≤ 1/n
    have a := Real.log_le_sub_one_of_pos (div_pos h1 h0)
    have b := Real.log_le_sub_one_of_pos (div_pos h0 h1)
    have ea : ((n : ℝ) + 1) / n - 1 = 1 / n := by
      field_simp
      ring
    have eb : (n : ℝ) / (n + 1) - 1 = -1 / (n + 1) := by
      field_simp
      ring
    rw [Real.log_div h1.ne' h0.ne', ea, le_div_iff₀ h0] at a
    rw [Real.log_div h0.ne' h1.ne', eb, le_div_iff₀ h1] at b
    rw [hrec]
    push_cast
    constructor <;> nlinarith [ih.1, ih.2]

/-- For `N ≥ 1`, `log W` differs from `N s(M/N)` by at most `1 + 2 log(M + N)`. -/
theorem log_W_bound (N M : ℕ) (hN : 1 ≤ N) :
    |Real.log (W N M) - N * s (M / N)| ≤ 1 + 2 * Real.log (M + N) := by
  have key : W N M * M.factorial * N.factorial * (M + N) = (M + N).factorial * N := by
    obtain ⟨K, rfl⟩ : ∃ K, N = K + 1 := ⟨N - 1, by omega⟩
    have h := Nat.choose_mul_factorial_mul_factorial (Nat.le_add_left K M)
    rw [Nat.add_sub_cancel] at h
    have e : (M + (K + 1)).factorial = (M + K + 1) * (M + K).factorial :=
      Nat.factorial_succ (M + K)
    rw [W_eq_choose, e, Nat.factorial_succ K, ← h]
    ring
  have keyR : (W N M : ℝ) * M.factorial * N.factorial * (M + N)
      = (((M + N).factorial : ℕ) : ℝ) * N := by exact_mod_cast key
  have hN1 : (1 : ℝ) ≤ N := by exact_mod_cast hN
  have hM0 : (0 : ℝ) ≤ M := Nat.cast_nonneg M
  have hN0 : (0 : ℝ) < N := by linarith
  have hS : (0 : ℝ) < M + N := by linarith
  have hMf : (M.factorial : ℝ) ≠ 0 := by positivity
  have hNf : (N.factorial : ℝ) ≠ 0 := by positivity
  have hSf : (((M + N).factorial : ℕ) : ℝ) ≠ 0 := by positivity
  have hW : (W N M : ℝ) ≠ 0 := by
    intro h
    rw [h, zero_mul, zero_mul, zero_mul] at keyR
    exact mul_ne_zero hSf hN0.ne' keyR.symm
  have hlog := congrArg Real.log keyR
  rw [Real.log_mul (mul_ne_zero (mul_ne_zero hW hMf) hNf) hS.ne',
    Real.log_mul (mul_ne_zero hW hMf) hNf, Real.log_mul hW hMf,
    Real.log_mul hSf hN0.ne'] at hlog
  -- N s(M/N) is the leading Stirling expression
  have e1 : Real.log (M / N + 1) = Real.log (M + N) - Real.log N := by
    rw [← Real.log_div hS.ne' hN0.ne']
    congr 1
    field_simp
  have e2 : (M : ℝ) * Real.log (M / N) = M * Real.log M - M * Real.log N := by
    rcases eq_or_ne (M : ℝ) 0 with h | h
    · simp [h]
    · rw [Real.log_div h hN0.ne']
      ring
  have e3 : ∀ A B : ℝ, N * (((M : ℝ) / N + 1) * A - M / N * B) = (M + N) * A - M * B := by
    intro A B
    field_simp
  have hs : N * s (M / N)
      = (M + N) * Real.log (M + N) - M * Real.log M - N * Real.log N := by
    unfold s
    rw [e3, e1, e2]
    ring
  have hL0 : 0 ≤ Real.log ((M : ℝ) + N) := Real.log_nonneg (by linarith)
  have hLN : Real.log N ≤ Real.log ((M : ℝ) + N) := Real.log_le_log hN0 (by linarith)
  have gM : 0 ≤ stirlingRem M ∧ stirlingRem M ≤ 1 + Real.log ((M : ℝ) + N) := by
    rcases Nat.eq_zero_or_pos M with h | h
    · have h0 : stirlingRem M = 0 := by rw [h]; simp [stirlingRem]
      rw [h0]
      constructor <;> linarith
    · have hg := stirlingRem_bounds M h
      have hp : (0 : ℝ) < M := by exact_mod_cast h
      have hl : Real.log M ≤ Real.log ((M : ℝ) + N) := Real.log_le_log hp (by linarith)
      constructor <;> linarith [hg.1, hg.2]
  have gS := stirlingRem_bounds (M + N) (by omega)
  have gN := stirlingRem_bounds N hN
  unfold stirlingRem at gM gS gN
  rw [Nat.cast_add] at gS
  rw [hs, abs_le]
  constructor <;> linarith [gM.1, gM.2, gS.1, gS.2, gN.1, gN.2]

/-- If the number of quanta per oscillator `M_N / N` tends to `x`, the microcanonical entropy
per oscillator `(log W) / N` tends to `s(x)`. -/
theorem entropy_limit (M : ℕ → ℕ) (x : ℝ)
    (hx : Tendsto (fun N : ℕ => (M N : ℝ) / N) atTop (𝓝 x)) :
    Tendsto (fun N : ℕ => Real.log (W N (M N)) / N) atTop (𝓝 (s x)) := by
  have hx0 : 0 ≤ x := ge_of_tendsto' hx fun N => by positivity
  have hc : Continuous fun y : ℝ => y + 1 := by fun_prop
  have cont : Continuous s := (Real.continuous_mul_log.comp hc).sub Real.continuous_mul_log
  have h1 : Tendsto (fun N : ℕ => s (M N / N)) atTop (𝓝 (s x)) := (cont.tendsto x).comp hx
  have hinv : Tendsto (fun N : ℕ => (N : ℝ)⁻¹) atTop (𝓝 0) :=
    tendsto_inv_atTop_zero.comp tendsto_natCast_atTop_atTop
  have hlogN : Tendsto (fun N : ℕ => Real.log N / N) atTop (𝓝 0) :=
    Real.isLittleO_log_id_atTop.tendsto_div_nhds_zero.comp tendsto_natCast_atTop_atTop
  have hlog1 := (hx.add_const 1).log (by linarith : (0 : ℝ) < x + 1).ne'
  -- the finite-size error divided by N vanishes
  have herr : Tendsto (fun N : ℕ => (N : ℝ)⁻¹ + 2 * (Real.log N / N)
      + 2 * (Real.log (M N / N + 1) * (N : ℝ)⁻¹)) atTop (𝓝 0) := by
    have h := (hinv.add (hlogN.const_mul 2)).add ((hlog1.mul hinv).const_mul 2)
    simpa only [mul_zero, add_zero] using h
  have hdiff : Tendsto (fun N : ℕ => Real.log (W N (M N)) / N - s (M N / N)) atTop (𝓝 0) := by
    refine squeeze_zero_norm' ?_ herr
    filter_upwards [eventually_ge_atTop 1] with N hN
    have hN0 : (0 : ℝ) < N := by exact_mod_cast hN
    have hp : (M N : ℝ) / N + 1 ≠ 0 := by positivity
    have e : Real.log (M N + N) = Real.log N + Real.log (M N / N + 1) := by
      rw [← Real.log_mul hN0.ne' hp]
      congr 1
      field_simp
    have e2 : ∀ A B : ℝ, A / N - B = (A - N * B) / N := by
      intro A B
      field_simp
    have e3 : ∀ A B : ℝ,
        ((N : ℝ)⁻¹ + 2 * (A / N) + 2 * (B * (N : ℝ)⁻¹)) * N = 1 + 2 * (A + B) := by
      intro A B
      field_simp
      ring
    rw [Real.norm_eq_abs, e2, abs_div, abs_of_pos hN0, div_le_iff₀ hN0, e3, ← e]
    exact log_W_bound N (M N) hN
  simpa only [sub_add_cancel, zero_add] using hdiff.add h1

/-- With `m N` quanta on `N` oscillators, `(log W) / N` tends to
`(m+1) log(m+1) - m log m`. -/
theorem entropy_per_oscillator (m : ℕ) :
    Tendsto (fun N : ℕ => Real.log (W N (m * N)) / N) atTop
      (𝓝 ((m + 1) * Real.log (m + 1) - m * Real.log m)) := by
  refine entropy_limit (fun N => m * N) m (tendsto_const_nhds.congr' ?_)
  filter_upwards [eventually_ge_atTop 1] with N hN
  have hN0 : (0 : ℝ) < N := by exact_mod_cast hN
  push_cast
  field_simp

/-- For `β > 0`, `s` at the canonical mean number of quanta is the canonical entropy. -/
theorem s_meanQuanta (β : ℝ) (hβ : 0 < β) : s (meanQuanta β) = canonicalEntropy β := by
  have h0 := Real.exp_pos (-β)
  have h1 : Real.exp (-β) < 1 := by
    rw [← Real.exp_zero]
    exact Real.exp_lt_exp.mpr (by linarith)
  have hne : 1 - Real.exp (-β) ≠ 0 := (sub_pos.mpr h1).ne'
  have hn : ‖Real.exp (-β)‖ < 1 := by rwa [Real.norm_eq_abs, abs_of_pos h0]
  have gen : ∀ q : ℝ, 1 - q ≠ 0 →
      q / (1 - q) ^ 2 / (1 - q)⁻¹ = q / (1 - q) ∧ q / (1 - q) + 1 = (1 - q)⁻¹ := by
    intro q hq
    constructor <;> field_simp
    ring
  -- geometric series
  have hZ : Z β = (1 - Real.exp (-β))⁻¹ := tsum_geometric_of_lt_one h0.le h1
  have hm : meanQuanta β = Real.exp (-β) / (1 - Real.exp (-β)) := by
    unfold meanQuanta
    rw [hZ, tsum_coe_mul_geometric_of_norm_lt_one hn, (gen _ hne).1]
  have hl : Real.log (meanQuanta β) = -β - Real.log (1 - Real.exp (-β)) := by
    rw [hm, Real.log_div h0.ne' hne, Real.log_exp]
  have hl1 : Real.log (meanQuanta β + 1) = -Real.log (1 - Real.exp (-β)) := by
    rw [hm, (gen _ hne).2, Real.log_inv]
  unfold s canonicalEntropy
  rw [hl1, hl, hZ, Real.log_inv]
  ring

/-- If `M_N / N` tends to the canonical mean number of quanta at `β > 0`, the microcanonical
entropy per oscillator tends to the canonical entropy at `β`. -/
theorem entropy_limit_canonical (β : ℝ) (hβ : 0 < β) (M : ℕ → ℕ)
    (hM : Tendsto (fun N : ℕ => (M N : ℝ) / N) atTop (𝓝 (meanQuanta β))) :
    Tendsto (fun N : ℕ => Real.log (W N (M N)) / N) atTop (𝓝 (canonicalEntropy β)) := by
  rw [← s_meanQuanta β hβ]
  exact entropy_limit M _ hM

end

end EinsteinSolid
```

```lean
#print axioms EinsteinSolid.entropy_per_oscillator
-- 'EinsteinSolid.entropy_per_oscillator' depends on axioms: [propext, Classical.choice, Quot.sound]
#print axioms EinsteinSolid.entropy_limit_canonical
-- 'EinsteinSolid.entropy_limit_canonical' depends on axioms: [propext, Classical.choice, Quot.sound]
```

### What the definitions and theorems say

A microstate is a function `Fin N → ℕ`, so the oscillators are labelled $0,\dots,N-1$ and the quanta carry no labels. `mem_microstates` confirms that `microstates N M` holds exactly the functions with `∑ i, n i = M`, and `W N M` is its cardinality. These functions label the occupation-number states of $N$ uncoupled oscillators of common angular frequency $\omega$ at energy $M\hbar\omega$ above the ground state, which form a basis of that eigenspace, so `W N M` is the degeneracy of the level; for a three-dimensional crystal $N$ is three times the number of atoms. Entropies are in units of Boltzmann's constant and `β` is in units of $1/\hbar\omega$. The zero-point energy is left out; it would add $-\beta/2$ to $\log Z$ and $+\beta/2$ to $\beta$ times the mean energy, leaving the entropy unchanged.

`entropy_per_oscillator` is the claim in the question, for every `m : ℕ`. `entropy_limit` replaces $mN$ by any `M : ℕ → ℕ` under the hypothesis `hx`, which says that the excitation energy per oscillator settles at $x\hbar\omega$; it specifies the thermodynamic limit and is assumed. The term $N=0$, where Lean divides by zero, has no effect on a limit along `atTop`.

`Z`, `meanQuanta` and `canonicalEntropy` are defined by the series themselves, and `hβ : 0 < β` (positive temperature) is the condition for their convergence. The canonical entropy is defined as $\log Z + \beta\langle k\rangle$, and the Gibbs form $-\sum_k p_k\log p_k$ with $p_k = q^k/Z$ does not occur. `s_meanQuanta` and `entropy_limit_canonical` start from $\beta$ and its mean occupation. To read the limit for $mN$ quanta as a canonical entropy one solves $q/(1-q) = m$, giving $\beta = \log(1 + 1/m)$ for $m \ge 1$; at $m = 0$ no finite $\beta$ exists, the count is $1$ and the limit is $0$. That inversion, like the numbers and the variant below, is ordinary arithmetic added here and is not among the theorems.

The result equates the entropies per oscillator of the two ensembles and says nothing of expectation values of other observables. It bears on harmonic lattice dynamics, where $s(\langle k\rangle)$ is the vibrational entropy of a mode: for non-interacting modes of a single frequency, counting states at fixed energy gives the same value per mode as $N \to \infty$.

### How the proof follows the derivation

In `W_succ`, `Finset.card_eq_sum_card_fiberwise` sorts states by $k$, and `Finset.card_bij'` matches each class with `microstates N k`: one map drops oscillator 0, the inverse restores it with `M - k` quanta through `Fin.cons`. `W_eq_choose` is the double induction, with `Nat.choose_succ_succ'` as Pascal's rule.

In `stirlingRem_bounds`, `hrec` is the recursion for $g$, `a` and `b` are the two uses of $\log y \le y-1$, and `nlinarith` combines them with the induction hypothesis.

In `log_W_bound`, `key` is the factorial identity in $\mathbb N$, written without subtraction by setting `N = K + 1`. `hlog` is its logarithm, `hs` expands $N s(M/N)$, and `gM`, `gS`, `gN` are the three remainder bounds, `gM` treating $M=0$ separately. Both inequalities are then linear, and `linarith` closes them.

In `entropy_limit`, `cont` gets continuity of $s$ from `Real.continuous_mul_log`, `herr` sends the three error terms to zero, and `hdiff` squeezes the difference using the bound for $N \ge 1$. `entropy_per_oscillator` supplies $mN/N = m$. In `s_meanQuanta`, `hZ` and `hm` sum the two series, and `hl`, `hl1` give $\log\langle k\rangle$ and $\log(\langle k\rangle+1)$. `entropy_limit_canonical` rewrites its limit with this identity and applies `entropy_limit`.

### One quantum per oscillator

For $m=1$ the limit is $2\log 2 \approx 1.386$. Two oscillators with $k$ quanta have $k+1$ states, so $W(2,2) = 3$ and $W(3,3) = 1+2+3+4 = 10 = \binom52$; also $W(10,10) = \binom{19}{9} = 92378$. The values of $\frac1N\log W$ are $0.549$, $0.768$ and $1.143$. At $N=10$, $\log W - N s(1) \approx 11.43 - 13.86 = -2.43$, inside the bound $1 + 2\log 20 \approx 6.99$. On the canonical side $\beta = \log 2$ gives $q = \frac12$, $Z = 2$, $\langle k\rangle = 1$ and entropy $\log 2 + \log 2$.

### Counting states up to a given energy

The microcanonical entropy is sometimes built from all states with at most $M$ quanta. That count is $\sum_{k\le M} W(N,k)$, which `W_succ` identifies with $W(N+1,M)$; the extra oscillator holds the unused quanta. For $N \ge 1$ the ratio to $W(N,M)$ is $\binom{M+N}{N}/\binom{M+N-1}{N-1} = (M+N)/N$. The logarithm would grow by $\log(1 + M/N)$, which stays bounded when $M_N/N$ converges, so the finite-$N$ values would shift and the limit would again be $s(x)$.
